# Minimisers under a harmonic restraint tend to the constrained minimiser as the stiffness grows, for a strictly convex quadratic energy and independent linear constraints

## Energy, constraint and restraint

Let $x$ be the displacement of a molecule from a reference geometry, and let

$$V(x)=\tfrac12\langle x,Ax\rangle-\langle b,x\rangle$$

be its energy relative to that geometry, to second order, with Hessian $A$ and force $b$ at the reference geometry. Some linear combinations $Cx$ of the displacements, such as the linearised change in a bond length, are to have the values $d$. The constrained minimiser $x^*$ has the lowest energy among all $x$ with $Cx=d$.

A harmonic restraint of stiffness $u>0$ replaces the constraint by an energy term:

$$V_u(x)=V(x)+\tfrac u2\|Cx-d\|^2 .$$

Let $x_u$ minimise $V_u$. The question is how $x_u$ and the restraint force behave as $u$ grows.

$C^T$ denotes the adjoint of $C$, which is the transposed matrix in orthonormal coordinates. The multiplier, usually called $\lambda$, is written $l$, with the sign convention $Ax^*-b+C^Tl=0$. The factor $\tfrac12$ in the restraint makes $u(Cx_u-d)$ the estimate of $l$.

## What is proved

Let $A$ be symmetric positive definite and let $C$ have full row rank. Then there is an $l$ with $Ax^*-b+C^Tl=0$, and as $u\to\infty$

$$x_u\to x^*,\qquad u(Cx_u-d)\to l .$$

Both errors are at most $K/u$ for all $u>0$, with $K$ independent of $u$. At finite $u>0$, the constraint holds exactly at $x_u$ if and only if $Ax_u=b$, that is, if the molecule needs no constraint force there.

For this quadratic model, a restrained geometry optimisation therefore approaches the constrained one, and its restraint force yields the constraint force.

In Lean, `E` and `F` are finite-dimensional real inner product spaces that hold the displacements and the constraint values.

- `IsPenaltyMin` and `IsConstrainedMin` define both minimisers by comparing energies; the gradient equations are derived.
- `A.IsSymmetric` and `hpos` say that $A$ is symmetric positive definite. Physically, the second-order term of the energy is positive for every nonzero displacement. Free translations must therefore have been removed, and so must free rotations if the reference geometry is stationary ($b=0$).
- `Function.Surjective C` is full row rank: the constraints are independent.
- `xs` is $x^*$, whose existence is assumed in `penalty_method_converges`. The function `x : ℝ → E` gives $x_u$ and is restricted only for $u>0$; `existsUnique_penaltyMin` shows that the minimisers exist and are unique.

The theorems do not cover the anharmonic energy surface and curved internal coordinates of a real molecule, which are replaced here by a quadratic energy and linear constraints. They also exclude a reference geometry at or near a transition state, where $A$ has a negative eigenvalue.

## Gradient equations and the multiplier

Since $A$ is symmetric, for every direction $z$ and real $t$

$$V(x+tz)=V(x)+t\langle Ax-b,z\rangle+\tfrac{t^2}{2}\langle z,Az\rangle .$$

Expanding the restraint in the same way gives

$$V_u(x+tz)=V_u(x)+t\langle g,z\rangle+\tfrac{t^2}{2}\left(\langle z,Az\rangle+u\|Cz\|^2\right),$$

with $g=Ax-b+uC^T(Cx-d)$. At a minimum the change is never negative. Dividing it by small $t$ of either sign gives $\langle g,z\rangle=0$ for all $z$, so $g=0$. Conversely, if $g=0$, the remaining quadratic term is nonnegative and $x$ is a minimiser.

The equation $g=0$ reads $(A+uC^TC)x=b+uC^Td$. The matrix on the left is positive definite, hence invertible, so there is exactly one $x_u$.

At $x^*$ only displacements with $Cz=0$ are allowed, and the first expansion gives $\langle Ax^*-b,z\rangle=0$ for these. Full row rank provides a linear $R$ with $CR=1$. For any $v$, the vector $v-RCv$ is an allowed displacement, so

$$\langle Ax^*-b,v\rangle=\langle Ax^*-b,RCv\rangle=\langle C^TR^T(Ax^*-b),v\rangle .$$

Hence $l=-R^T(Ax^*-b)$ satisfies $Ax^*-b+C^Tl=0$.

## The error bound

Let $\alpha>0$ be the minimum of $\langle x,Ax\rangle$ on the unit sphere, or $\alpha=1$ if $E=\{0\}$. By scaling, $\langle x,Ax\rangle\ge\alpha\|x\|^2$ for all $x$.

Put $e=x_u-x^*$ and $m=u(Cx_u-d)-l$. Subtracting the two gradient equations, and using $Cx^*=d$, gives

$$Ae+C^Tm=0,\qquad uCe=m+l .$$

Applying $R^T$ to the first equation, with $R^TC^T=1$, gives $m=-R^TAe$. So $\|m\|\le k\|e\|$, where $k$ is the operator norm of $R^TA$ and not a force constant. The inner product of the first equation with $e$, multiplied by $u$, gives

$$u\langle e,Ae\rangle=-\langle uCe,m\rangle=-\|m\|^2-\langle l,m\rangle\le\|l\|\,\|m\| .$$

Therefore $u\alpha\|e\|^2\le k\|l\|\,\|e\|$, and

$$\|e\|\le\frac{k\|l\|}{\alpha u},\qquad \|m\|\le\frac{k^2\|l\|}{\alpha u}.$$

The sum of the two numerators, divided by $\alpha$, serves as $K$. Both limits follow.

For the exactness criterion, $Cx_u=d$ in $g=0$ leaves $Ax_u=b$. Conversely, $Ax_u=b$ leaves $C^T(Cx_u-d)=0$, and applying $R^T$ gives $Cx_u=d$.

## A flat direction left free by the constraint can spoil convergence

Positive semidefiniteness of $A$ is not enough. Take $E=\mathbb R^2$, $F=\mathbb R$, $A=0$, $b=0$, $d=0$ and $C(x_1,x_2)=x_1$. Then $x^*=(0,0)$ is a constrained minimiser and $x_u=(0,u)$ minimises $V_u$ for every $u>0$, but $x_u$ does not converge.

## The Lean file

```lean
import Mathlib

open Filter Topology
open scoped InnerProductSpace
open LinearMap (adjoint)

namespace QuadraticPenalty

noncomputable section

variable {E F : Type*} [NormedAddCommGroup E] [InnerProductSpace ℝ E]
  [NormedAddCommGroup F] [InnerProductSpace ℝ F]

/-- The quadratic energy `⟨x, A x⟩ / 2 - ⟨b, x⟩`. For symmetric `A`, its Hessian is `A` and the
force at `x = 0` is `b`. -/
def energy (A : E →ₗ[ℝ] E) (b x : E) : ℝ := ⟪x, A x⟫_ℝ / 2 - ⟪b, x⟫_ℝ

/-- The energy plus a harmonic restraint of stiffness `u` on the violation of `C x = d`. -/
def penalty (A : E →ₗ[ℝ] E) (C : E →ₗ[ℝ] F) (b : E) (d : F) (u : ℝ) (x : E) : ℝ :=
  energy A b x + u / 2 * ‖C x - d‖ ^ 2

/-- `x` is a global minimiser of the penalised energy of stiffness `u`. -/
def IsPenaltyMin (A : E →ₗ[ℝ] E) (C : E →ₗ[ℝ] F) (b : E) (d : F) (u : ℝ) (x : E) : Prop :=
  ∀ y, penalty A C b d u x ≤ penalty A C b d u y

/-- `x` satisfies `C x = d` and has the lowest energy among all points that do. -/
def IsConstrainedMin (A : E →ₗ[ℝ] E) (C : E →ₗ[ℝ] F) (b : E) (d : F) (x : E) : Prop :=
  C x = d ∧ ∀ y, C y = d → energy A b x ≤ energy A b y

/-- If the energy change `t p + t² q` along a line is never negative, the slope `p` vanishes. -/
theorem slope_eq_zero {p q : ℝ} (h : ∀ t : ℝ, 0 ≤ t * p + t ^ 2 * q) : p = 0 := by
  by_contra hp
  obtain ⟨s, hs, hqs⟩ : ∃ s : ℝ, 0 < s ∧ q - s < 0 :=
    ⟨|q| + 1, by positivity, by linarith [le_abs_self q]⟩
  have h1 := h (-p / s)
  have h2 : -p / s * p + (-p / s) ^ 2 * q = p ^ 2 * (q - s) / s ^ 2 := by
    field_simp
    ring
  have h3 : p ^ 2 * (q - s) / s ^ 2 < 0 :=
    div_neg_of_neg_of_pos (mul_neg_of_pos_of_neg (by positivity) hqs) (by positivity)
  linarith

/-- Exact expansion of the energy along a line, for a symmetric Hessian. -/
theorem energy_line {A : E →ₗ[ℝ] E} (hA : A.IsSymmetric) (b x z : E) (t : ℝ) :
    energy A b (x + t • z) =
      energy A b x + t * ⟪A x - b, z⟫_ℝ + t ^ 2 * (⟪z, A z⟫_ℝ / 2) := by
  have h1 : ⟪z, A x⟫_ℝ = ⟪A x, z⟫_ℝ := real_inner_comm _ _
  have h2 : ⟪x, A z⟫_ℝ = ⟪A x, z⟫_ℝ := (hA x z).symm
  simp only [energy, map_add, map_smul, inner_add_left, inner_add_right, inner_sub_left,
    real_inner_smul_left, real_inner_smul_right, h1, h2]
  ring

variable [FiniteDimensional ℝ E] [FiniteDimensional ℝ F]
  {A : E →ₗ[ℝ] E} {C : E →ₗ[ℝ] F} {b : E} {d : F}

/-- For a symmetric positive definite Hessian and `u ≥ 0`, the minimisers of the penalised
energy are exactly the points where its gradient vanishes. -/
theorem isPenaltyMin_iff (hA : A.IsSymmetric) (hpos : ∀ x, x ≠ 0 → 0 < ⟪x, A x⟫_ℝ)
    {u : ℝ} (hu : 0 ≤ u) (x : E) :
    IsPenaltyMin A C b d u x ↔ A x - b + u • adjoint C (C x - d) = 0 := by
  -- exact expansion of the penalised energy along a line
  have line : ∀ (z : E) (t : ℝ), penalty A C b d u (x + t • z) = penalty A C b d u x +
      t * ⟪A x - b + u • adjoint C (C x - d), z⟫_ℝ +
      t ^ 2 * (⟪z, A z⟫_ℝ / 2 + u / 2 * ‖C z‖ ^ 2) := by
    intro z t
    have hc : C (x + t • z) - d = (C x - d) + t • C z := by
      rw [map_add, map_smul]
      abel
    have hn : ‖C (x + t • z) - d‖ ^ 2 =
        ‖C x - d‖ ^ 2 + 2 * t * ⟪C x - d, C z⟫_ℝ + t ^ 2 * ‖C z‖ ^ 2 := by
      rw [hc, norm_add_sq_real, real_inner_smul_right, norm_smul, mul_pow,
        Real.norm_eq_abs, sq_abs]
      ring
    unfold penalty
    rw [energy_line hA, hn, inner_add_left, real_inner_smul_left,
      LinearMap.adjoint_inner_left]
    ring
  constructor
  · intro h
    refine ext_inner_right ℝ fun z => ?_
    rw [inner_zero_left]
    refine slope_eq_zero (q := ⟪z, A z⟫_ℝ / 2 + u / 2 * ‖C z‖ ^ 2) fun t => ?_
    have h1 := h (x + t • z)
    rw [line] at h1
    linarith
  · intro h y
    have h1 := line (y - x) 1
    rw [h, inner_zero_left, one_smul, add_sub_cancel] at h1
    have h2 : 0 ≤ ⟪y - x, A (y - x)⟫_ℝ := by
      rcases eq_or_ne (y - x) 0 with h0 | h0
      · rw [h0, inner_zero_left]
      · exact (hpos _ h0).le
    have h3 : 0 ≤ u / 2 * ‖C (y - x)‖ ^ 2 := by positivity
    linarith

/-- For a symmetric positive definite Hessian and `u ≥ 0`, the penalised energy has exactly
one minimiser. -/
theorem existsUnique_penaltyMin (hA : A.IsSymmetric)
    (hpos : ∀ x, x ≠ 0 → 0 < ⟪x, A x⟫_ℝ) {u : ℝ} (hu : 0 ≤ u) :
    ∃! x, IsPenaltyMin A C b d u x := by
  obtain ⟨M, hM⟩ : ∃ M : E →ₗ[ℝ] E, ∀ x, M x = A x + u • adjoint C (C x) :=
    ⟨A + u • (adjoint C ∘ₗ C), fun _ => rfl⟩
  -- the stiffened Hessian is injective, hence surjective
  have hinj : Function.Injective M := by
    refine (injective_iff_map_eq_zero M).2 fun z hz => ?_
    by_contra hne
    have h : ⟪z, M z⟫_ℝ = 0 := by rw [hz, inner_zero_right]
    rw [hM, inner_add_right, real_inner_smul_right, LinearMap.adjoint_inner_right,
      real_inner_self_eq_norm_sq] at h
    have h1 := hpos z hne
    have h2 : 0 ≤ u * ‖C z‖ ^ 2 := by positivity
    linarith
  have key : ∀ x, A x - b + u • adjoint C (C x - d) = M x - (b + u • adjoint C d) := by
    intro x
    rw [hM, map_sub]
    module
  obtain ⟨x, hx⟩ := LinearMap.injective_iff_surjective.1 hinj (b + u • adjoint C d)
  refine ⟨x, (isPenaltyMin_iff hA hpos hu x).2 (by rw [key, hx, sub_self]),
    fun y hy => hinj ?_⟩
  have h := (isPenaltyMin_iff hA hpos hu y).1 hy
  rw [key] at h
  rw [hx]
  exact sub_eq_zero.1 h

omit [FiniteDimensional ℝ F] in
/-- In finite dimension, the stiffness of a positive definite `A` has a positive lower bound: there
is an `α > 0` with `α ‖x‖² ≤ ⟨x, A x⟩` for all `x`. -/
theorem exists_stiffness (hpos : ∀ x, x ≠ 0 → 0 < ⟪x, A x⟫_ℝ) :
    ∃ α : ℝ, 0 < α ∧ ∀ x, α * ‖x‖ ^ 2 ≤ ⟪x, A x⟫_ℝ := by
  rcases subsingleton_or_nontrivial E with hE | hE
  · refine ⟨1, one_pos, fun x => ?_⟩
    rw [Subsingleton.elim x 0]
    simp
  have := FiniteDimensional.proper_real E
  have hc : Continuous fun x : E => ⟪x, A x⟫_ℝ :=
    continuous_id.inner (LinearMap.continuous_of_finiteDimensional A)
  -- the curvature attains its minimum on the unit sphere
  obtain ⟨v, hv, hmin⟩ := (isCompact_sphere (0 : E) 1).exists_isMinOn
    (NormedSpace.sphere_nonempty.mpr zero_le_one) hc.continuousOn
  have hv1 : ‖v‖ = 1 := mem_sphere_zero_iff_norm.1 hv
  refine ⟨⟪v, A v⟫_ℝ, hpos v (by rintro rfl; simp at hv1), fun x => ?_⟩
  rcases eq_or_ne x 0 with rfl | hx
  · simp
  have hx' : ‖x‖ ≠ 0 := norm_ne_zero_iff.2 hx
  have hm : ‖x‖⁻¹ • x ∈ Metric.sphere (0 : E) 1 := by
    rw [mem_sphere_zero_iff_norm, norm_smul, norm_inv, norm_norm, inv_mul_cancel₀ hx']
  have h := isMinOn_iff.1 hmin _ hm
  simp only [map_smul, real_inner_smul_left, real_inner_smul_right] at h
  calc ⟪v, A v⟫_ℝ * ‖x‖ ^ 2 ≤ ‖x‖⁻¹ * (‖x‖⁻¹ * ⟪x, A x⟫_ℝ) * ‖x‖ ^ 2 :=
        mul_le_mul_of_nonneg_right h (sq_nonneg _)
    _ = ⟪x, A x⟫_ℝ := by field_simp

/-- At a constrained minimiser, with symmetric Hessian and `C` of full row rank, the gradient is
balanced by a multiplier term: `A x - b + Cᵀ l = 0` for some `l`. -/
theorem exists_multiplier (hA : A.IsSymmetric) (hC : Function.Surjective C) {x : E}
    (hx : IsConstrainedMin A C b d x) : ∃ l : F, A x - b + adjoint C l = 0 := by
  obtain ⟨R, hR⟩ := C.exists_rightInverse_of_surjective (LinearMap.range_eq_top.2 hC)
  have hR' : ∀ y, C (R y) = y := fun y => LinearMap.congr_fun hR y
  -- the gradient has no component along allowed displacements
  have hz : ∀ z, C z = 0 → ⟪A x - b, z⟫_ℝ = 0 := by
    intro z hz
    refine slope_eq_zero (q := ⟪z, A z⟫_ℝ / 2) fun t => ?_
    have h := hx.2 (x + t • z) (by rw [map_add, map_smul, hz, smul_zero, add_zero, hx.1])
    rw [energy_line hA] at h
    linarith
  refine ⟨-(adjoint R (A x - b)), ext_inner_right ℝ fun v => ?_⟩
  have h := hz (v - R (C v)) (by rw [map_sub, hR', sub_self])
  rw [inner_sub_right] at h
  rw [inner_add_left, LinearMap.adjoint_inner_left, inner_neg_left,
    LinearMap.adjoint_inner_left, inner_zero_left]
  linarith

/-- For `A` symmetric positive definite and `C` of full row rank, the errors of the penalty
minimiser and of its multiplier estimate `u (C x - d)` are at most `K / u`, for all `u > 0`. They
are measured from any `xs` and `l` with `C xs = d` and `A xs - b + Cᵀ l = 0`. -/
theorem penalty_error (hA : A.IsSymmetric) (hpos : ∀ x, x ≠ 0 → 0 < ⟪x, A x⟫_ℝ)
    (hC : Function.Surjective C) {xs : E} {l : F} (hxs : C xs = d)
    (hl : A xs - b + adjoint C l = 0) :
    ∃ K : ℝ, ∀ u : ℝ, 0 < u → ∀ x, IsPenaltyMin A C b d u x →
      ‖x - xs‖ ≤ K / u ∧ ‖u • (C x - d) - l‖ ≤ K / u := by
  obtain ⟨α, hα, hco⟩ := exists_stiffness hpos
  obtain ⟨R, hR⟩ := C.exists_rightInverse_of_surjective (LinearMap.range_eq_top.2 hC)
  have hR' : ∀ y, C (R y) = y := fun y => LinearMap.congr_fun hR y
  obtain ⟨k, hk, hT⟩ : ∃ k : ℝ, 0 ≤ k ∧ ∀ e, ‖adjoint R (A e)‖ ≤ k * ‖e‖ :=
    ⟨_, norm_nonneg _, (LinearMap.toContinuousLinearMap (adjoint R ∘ₗ A)).le_opNorm⟩
  refine ⟨k * ‖l‖ / α + k * (k * ‖l‖ / α), fun u hu x hx => ?_⟩
  have hst := (isPenaltyMin_iff hA hpos hu.le x).1 hx
  obtain ⟨e, he⟩ : ∃ e, e = x - xs := ⟨_, rfl⟩
  obtain ⟨m, hm⟩ : ∃ m, m = u • (C x - d) - l := ⟨_, rfl⟩
  rw [← he, ← hm]
  -- the two error equations
  have h1 : adjoint C m = -A e := by
    have h : A e + adjoint C m =
        (A x - b + u • adjoint C (C x - d)) - (A xs - b + adjoint C l) := by
      rw [he, hm, map_sub A, map_sub (adjoint C) (u • (C x - d)) l, map_smul]
      abel
    rw [hst, hl, sub_zero] at h
    exact eq_neg_of_add_eq_zero_right h
  have hCe : u • C e = m + l := by rw [he, hm, map_sub, hxs, sub_add_cancel]
  have hmT : m = -(adjoint R (A e)) := by
    refine ext_inner_right ℝ fun w => ?_
    have h : ⟪adjoint C m, R w⟫_ℝ = ⟪-A e, R w⟫_ℝ := by rw [h1]
    rw [LinearMap.adjoint_inner_left, hR', inner_neg_left] at h
    rw [inner_neg_left, LinearMap.adjoint_inner_left]
    exact h
  have h5 : ‖m‖ ≤ k * ‖e‖ := by
    rw [hmT, norm_neg]
    exact hT e
  -- energy balance of the error
  have h2 : ⟪e, A e⟫_ℝ = -⟪C e, m⟫_ℝ := by
    rw [← LinearMap.adjoint_inner_right C e m, h1, inner_neg_right, neg_neg]
  have h3 : u * ⟪C e, m⟫_ℝ = ‖m‖ ^ 2 + ⟪l, m⟫_ℝ := by
    rw [← real_inner_smul_left, hCe, inner_add_left, real_inner_self_eq_norm_sq]
  have h4 : -⟪l, m⟫_ℝ ≤ ‖l‖ * ‖m‖ := by
    linarith [abs_real_inner_le_norm l m, neg_abs_le ⟪l, m⟫_ℝ]
  have h6 : u * (α * ‖e‖ ^ 2) ≤ ‖l‖ * (k * ‖e‖) := by
    have ha := mul_le_mul_of_nonneg_left (hco e) hu.le
    have hb := mul_le_mul_of_nonneg_left h5 (norm_nonneg l)
    rw [h2, mul_neg, h3] at ha
    linarith [sq_nonneg ‖m‖]
  have h7 : ‖e‖ ≤ k * ‖l‖ / α / u := by
    rw [le_div_iff₀ hu, le_div_iff₀ hα]
    rcases (norm_nonneg e).eq_or_lt with h0 | h0
    · rw [← h0, zero_mul, zero_mul]
      positivity
    · refine le_of_mul_le_mul_right ?_ h0
      linarith
  have h8 := mul_le_mul_of_nonneg_left h7 hk
  have h9 : 0 ≤ k * (k * ‖l‖ / α / u) := by positivity
  have h10 : 0 ≤ k * ‖l‖ / α / u := by positivity
  have hK : (k * ‖l‖ / α + k * (k * ‖l‖ / α)) / u =
      k * ‖l‖ / α / u + k * (k * ‖l‖ / α / u) := by ring
  rw [hK]
  exact ⟨by linarith, by linarith⟩

/-- Convergence of the quadratic penalty method: for `A` symmetric positive definite and `C` of
full row rank, the penalty minimisers tend to the constrained minimiser as `u → ∞`, and
`u (C x_u - d)` tends to a Lagrange multiplier. -/
theorem penalty_method_converges (hA : A.IsSymmetric)
    (hpos : ∀ x, x ≠ 0 → 0 < ⟪x, A x⟫_ℝ) (hC : Function.Surjective C)
    {xs : E} (hxs : IsConstrainedMin A C b d xs)
    {x : ℝ → E} (hx : ∀ u, 0 < u → IsPenaltyMin A C b d u (x u)) :
    ∃ l : F, A xs - b + adjoint C l = 0 ∧ Tendsto x atTop (𝓝 xs) ∧
      Tendsto (fun u => u • (C (x u) - d)) atTop (𝓝 l) := by
  obtain ⟨l, hl⟩ := exists_multiplier hA hC hxs
  obtain ⟨K, hK⟩ := penalty_error hA hpos hC hxs.1 hl
  have h0 : Tendsto (fun u : ℝ => K / u) atTop (𝓝 0) :=
    tendsto_const_nhds.div_atTop tendsto_id
  refine ⟨l, hl, tendsto_iff_norm_sub_tendsto_zero.2 ?_,
    tendsto_iff_norm_sub_tendsto_zero.2 ?_⟩
  · exact squeeze_zero' (Eventually.of_forall fun _ => norm_nonneg _)
      ((eventually_gt_atTop 0).mono fun u hu => (hK u hu _ (hx u hu)).1) h0
  · exact squeeze_zero' (Eventually.of_forall fun _ => norm_nonneg _)
      ((eventually_gt_atTop 0).mono fun u hu => (hK u hu _ (hx u hu)).2) h0

/-- For `A` symmetric positive definite, `C` of full row rank and finite `u > 0`, the penalty
minimiser obeys the constraint exactly if and only if the unpenalised gradient vanishes there. -/
theorem penaltyMin_feasible_iff (hA : A.IsSymmetric)
    (hpos : ∀ x, x ≠ 0 → 0 < ⟪x, A x⟫_ℝ) (hC : Function.Surjective C)
    {u : ℝ} (hu : 0 < u) {x : E} (hx : IsPenaltyMin A C b d u x) :
    C x = d ↔ A x = b := by
  have h := (isPenaltyMin_iff hA hpos hu.le x).1 hx
  constructor
  · intro hc
    rw [hc, sub_self, map_zero, smul_zero, add_zero] at h
    exact sub_eq_zero.1 h
  · intro ha
    rw [ha, sub_self, zero_add] at h
    have h1 := (smul_eq_zero.1 h).resolve_left hu.ne'
    -- full row rank: no violation without a restraint force
    obtain ⟨z, hz⟩ := hC (C x - d)
    have h2 : ⟪C x - d, C z⟫_ℝ = 0 := by
      rw [← LinearMap.adjoint_inner_left C z (C x - d), h1, inner_zero_left]
    rw [hz] at h2
    exact sub_eq_zero.1 (inner_self_eq_zero.1 h2)

end

end QuadraticPenalty
```

```lean
#print axioms QuadraticPenalty.existsUnique_penaltyMin
#print axioms QuadraticPenalty.penalty_method_converges
#print axioms QuadraticPenalty.penaltyMin_feasible_iff
```

```
'QuadraticPenalty.existsUnique_penaltyMin' depends on axioms: [propext, Classical.choice, Quot.sound]
'QuadraticPenalty.penalty_method_converges' depends on axioms: [propext, Classical.choice, Quot.sound]
'QuadraticPenalty.penaltyMin_feasible_iff' depends on axioms: [propext, Classical.choice, Quot.sound]
```

## How the lemmas fit together

`slope_eq_zero` replaces the division by small $t$ with one explicit step: for slope $p\ne0$ and quadratic coefficient $q$, it inserts $t=-p/s$ with $s=|q|+1$, which makes the energy change negative. `energy_line` is the first expansion. The second is the local statement `line` in `isPenaltyMin_iff`, which then proves both directions of the gradient criterion.

`existsUnique_penaltyMin` shows that $A+uC^TC$ is injective and uses finite dimension to make it surjective. `exists_stiffness` finds $\alpha$ by compactness of the unit sphere. `exists_multiplier` builds $l$ from the right inverse `R`, testing the vector equation against every `v` with `ext_inner_right`.

In `penalty_error`, `h1` and `hCe` are the two error equations, `hmT` and `h5` bound $m$ by $e$, and `h2` to `h4` give the energy balance. These combine in `h6`; `h7` divides by $\|e\|$ after treating $e=0$ separately. `penalty_method_converges` squeezes both error norms between $0$ and $K/u$.

`penaltyMin_feasible_iff` uses surjectivity directly instead of $R^T$: it picks $z$ with $Cz=Cx_u-d$, so that $\|Cx_u-d\|^2=\langle C^T(Cx_u-d),z\rangle=0$.
